# With local exchange alone, the electron-gas plasmon disperses downwards at small q once r exceeds 9π/(5α)

A long-wavelength density oscillation in a uniform electron gas runs at the plasma frequency. At a slightly shorter wavelength two effects compete: the Fermi motion of the electrons raises the frequency, while exchange weakens the restoring force and lowers it. If exchange is treated as a local functional of the density and correlation is left out, I find that Fermi motion wins in a dense gas and exchange wins in a dilute one. The change comes at the Wigner-Seitz radius r = 9π/(5α), with α = (4/(9π))^(1/3), which is a little under 11 bohr.

Can this be made rigorous and machine-checked, starting from the exchange energy and a plasmon condition, so that the dispersion coefficient is derived and not just written down?

## From the exchange energy to the sign of the slope

Yes, for the long-wavelength expansion of the response. Work in atomic units with an unpolarised gas of density n > 0. The Wigner-Seitz radius and the Fermi wavevector are

r = (3/(4πn))^(1/3), k = (3π²n)^(1/3).

The cube of αrk is (4/(9π)) · (3/(4πn)) · (3π²n) = 1, so k = 1/(αr). The power rule gives dk/dn = k/(3n).

The exchange energy per electron is e = -3/(4παr) = -3k/(4π). Differentiate the energy per volume, n e, twice:

d(n e)/dn = -(3/(4π)) (k + k/3) = -k/π

fx = d²(n e)/dn² = -k/(3πn)

Hence n fx = -k/(3π) = -1/(3παr).

Now write Q = q² for the squared wavevector and W = ω² for the squared frequency. At long wavelength and fixed nonzero frequency, the Lindhard response, kept to its first two terms in Q, is

χ₀ = (nQ/W) (1 + bQ/W), b = (3/5)k².

A plasmon is a zero of 1 - (4π/Q + fx) χ₀. With A = 4πn + n fx Q, multiplying by W² turns this condition into

W² - AW - AbQ = 0.

For A > 0 and Q > 0 the product of the roots, -AbQ, is negative, so exactly one root is positive:

W = (A + √(A(A + 4bQ)))/2.

At Q = 0 this is 4πn, the squared plasma frequency. There A has slope n fx and the square root has slope n fx + 2b, so

dW/dQ = n fx + b = 3/(5α²r²) - 1/(3παr) = (9π - 5αr)/(15πα²r²).

The denominator is positive, so the slope is positive exactly when r < 9π/(5α). Since α³ = 4/(9π), the cube of this critical radius is 6561π⁴/500. Taking 3.14 < π < 3.15 places the radius between 10.8 and 10.9.

The Lean file follows the same route.

```lean
import Mathlib

open Real Filter Topology

namespace PlasmonExchangeDispersion

noncomputable section

/-- The electron-gas constant `(4 / (9 π))^(1/3)`. -/
def alpha : ℝ := (4 / (9 * π)) ^ (1 / 3 : ℝ)

/-- The Wigner-Seitz radius at density `n`. -/
def rs (n : ℝ) : ℝ := (3 / (4 * π * n)) ^ (1 / 3 : ℝ)

/-- The Fermi wavevector at density `n`. -/
def kF (n : ℝ) : ℝ := (3 * π ^ 2 * n) ^ (1 / 3 : ℝ)

/-- The exchange energy per electron at Wigner-Seitz radius `r`. -/
def exchangeEnergy (r : ℝ) : ℝ := -3 / (4 * π * alpha * r)

/-- The local exchange kernel: the second density derivative of the exchange energy
per volume. -/
def exchangeKernel (n : ℝ) : ℝ :=
  deriv (deriv (fun m => m * exchangeEnergy (rs m))) n

/-- The kinetic coefficient `(3/5) kF²` of the long-wavelength Lindhard response. -/
def kineticCoeff (n : ℝ) : ℝ := 3 / 5 * kF n ^ 2

/-- The denominator `1 - (v + fx) χ₀` of the density response, with `χ₀` expanded at long
wavelength; `Q` is the squared wavevector and `W` the squared frequency. -/
def responseDenominator (n Q W : ℝ) : ℝ :=
  1 - (4 * π / Q + exchangeKernel n) * (n * Q / W * (1 + kineticCoeff n * Q / W))

/-- The squared plasma frequency `4 π n` with its local exchange correction at squared
wavevector `Q`. -/
def couplingSq (n Q : ℝ) : ℝ := 4 * π * n + n * exchangeKernel n * Q

/-- The squared plasmon frequency as a function of the squared wavevector `Q`. -/
def plasmonSq (n Q : ℝ) : ℝ :=
  (couplingSq n Q + Real.sqrt (couplingSq n Q * (couplingSq n Q + 4 * kineticCoeff n * Q))) / 2

/-- The Wigner-Seitz radius `9 π / (5 α)`. -/
def criticalRadius : ℝ := 9 * π / (5 * alpha)

/-- The Fermi wavevector is the inverse of `α` times the Wigner-Seitz radius. -/
theorem kF_eq {n : ℝ} (hn : 0 < n) : kF n = 1 / (alpha * rs n) := by
  have ha : 0 < alpha := by unfold alpha; positivity
  have hr : 0 < rs n := by unfold rs; positivity
  have h : alpha * rs n * kF n = 1 := by
    unfold alpha rs kF
    rw [← Real.mul_rpow (by positivity) (by positivity),
      ← Real.mul_rpow (by positivity) (by positivity),
      show 4 / (9 * π) * (3 / (4 * π * n)) * (3 * π ^ 2 * n) = 1 by
        field_simp; norm_num, Real.one_rpow]
  rw [eq_div_iff (mul_pos ha hr).ne']
  linarith

/-- The Fermi wavevector changes with density at the rate `kF / (3 n)`. -/
theorem hasDerivAt_kF {n : ℝ} (hn : 0 < n) : HasDerivAt kF (kF n / (3 * n)) n := by
  have hx : 3 * π ^ 2 * n ≠ 0 := by positivity
  have h0 : HasDerivAt (fun m : ℝ => 3 * π ^ 2 * m) (3 * π ^ 2) n := by
    simpa using (hasDerivAt_id' n).const_mul (3 * π ^ 2)
  have h := h0.rpow_const (p := (1 / 3 : ℝ)) (Or.inl hx)
  rw [Real.rpow_sub_one hx] at h
  refine HasDerivAt.congr_deriv (f := kF) h ?_
  change 3 * π ^ 2 * (1 / 3) * (kF n / (3 * π ^ 2 * n)) = kF n / (3 * n)
  field_simp

/-- Density times the local exchange kernel equals `-1 / (3 π α r)`. -/
theorem density_mul_exchangeKernel {n : ℝ} (hn : 0 < n) :
    n * exchangeKernel n = -1 / (3 * π * alpha * rs n) := by
  have hpi : π ≠ 0 := Real.pi_ne_zero
  have ha : alpha ≠ 0 := by unfold alpha; positivity
  -- the first derivative is the exchange potential
  have h1 : ∀ m : ℝ, 0 < m →
      deriv (fun x => x * exchangeEnergy (rs x)) m = -(kF m) / π := by
    intro m hm
    have heq : (fun x => x * exchangeEnergy (rs x)) =ᶠ[𝓝 m]
        fun x => x * (-(3 / (4 * π)) * kF x) := by
      filter_upwards [lt_mem_nhds hm] with x hx
      have hr : rs x ≠ 0 := by unfold rs; positivity
      rw [kF_eq hx]
      unfold exchangeEnergy
      field_simp
    rw [heq.deriv_eq,
      ((hasDerivAt_id' m).fun_mul ((hasDerivAt_kF hm).const_mul (-(3 / (4 * π))))).deriv]
    field_simp
    ring
  have h2 : deriv (fun x => x * exchangeEnergy (rs x)) =ᶠ[𝓝 n] fun m => -(kF m) / π := by
    filter_upwards [lt_mem_nhds hn] with x hx
    exact h1 x hx
  have hr : rs n ≠ 0 := by unfold rs; positivity
  unfold exchangeKernel
  rw [h2.deriv_eq, ((hasDerivAt_kF hn).fun_neg.div_const π).deriv, kF_eq hn]
  field_simp

/-- While the exchange-corrected coupling is positive, the response denominator vanishes at a
positive squared frequency exactly when that squared frequency equals `plasmonSq`. -/
theorem responseDenominator_eq_zero_iff {n Q W : ℝ} (hn : 0 < n) (hQ : 0 < Q)
    (hA : 0 < couplingSq n Q) (hW : 0 < W) :
    responseDenominator n Q W = 0 ↔ W = plasmonSq n Q := by
  have hb : 0 < kineticCoeff n := by unfold kineticCoeff kF; positivity
  have key : responseDenominator n Q W =
      (W ^ 2 - couplingSq n Q * (W + kineticCoeff n * Q)) / W ^ 2 := by
    unfold responseDenominator couplingSq
    field_simp
  rw [key, div_eq_zero_iff, or_iff_left (pow_ne_zero 2 hW.ne')]
  unfold plasmonSq
  generalize couplingSq n Q = A at *
  generalize kineticCoeff n = b at *
  have hbQ : 0 < b * Q := mul_pos hb hQ
  constructor
  · intro h
    -- a positive solution lies above A, which selects the branch of the square root
    have hlt : A < W := by
      by_contra hc
      have hc' : 0 ≤ A - W := by linarith
      nlinarith [mul_pos hA hbQ, mul_nonneg hW.le hc']
    have hs : Real.sqrt (A * (A + 4 * b * Q)) = 2 * W - A := by
      rw [show A * (A + 4 * b * Q) = (2 * W - A) ^ 2 by linear_combination (-4) * h]
      exact Real.sqrt_sq (by linarith)
    rw [hs]
    ring
  · intro h
    have hs := Real.sq_sqrt (show 0 ≤ A * (A + 4 * b * Q) by positivity)
    rw [h]
    linear_combination hs / 4

/-- At zero wavevector the squared plasmon frequency has slope `3 / (5 α² r²) + n fx` in the
squared wavevector. -/
theorem hasDerivAt_plasmonSq {n : ℝ} (hn : 0 < n) :
    HasDerivAt (plasmonSq n)
      (3 / (5 * alpha ^ 2 * rs n ^ 2) + n * exchangeKernel n) 0 := by
  have hP : 0 < 4 * π * n := by positivity
  have h0 : couplingSq n 0 = 4 * π * n := by simp [couplingSq]
  have hA : HasDerivAt (couplingSq n) (n * exchangeKernel n) 0 := by
    have h := ((hasDerivAt_id' (0 : ℝ)).const_mul (n * exchangeKernel n)).const_add (4 * π * n)
    exact HasDerivAt.congr_deriv (f := couplingSq n) h (by ring)
  have hB := hA.fun_add ((hasDerivAt_id' (0 : ℝ)).const_mul (4 * kineticCoeff n))
  have hval : couplingSq n 0 * (couplingSq n 0 + 4 * kineticCoeff n * 0)
      = (4 * π * n) * (4 * π * n) := by rw [h0]; ring
  have hS := (hA.fun_mul hB).sqrt (by rw [hval]; positivity)
  rw [hval, Real.sqrt_mul_self hP.le] at hS
  have h := (hA.fun_add hS).div_const 2
  refine HasDerivAt.congr_deriv (f := plasmonSq n) h ?_
  have hk : 3 / (5 * alpha ^ 2 * rs n ^ 2) = kineticCoeff n := by
    have ha : alpha ≠ 0 := by unfold alpha; positivity
    have hr : rs n ≠ 0 := by unfold rs; positivity
    unfold kineticCoeff
    rw [kF_eq hn]
    field_simp
  rw [hk, h0]
  field_simp
  ring

/-- The plasmon dispersion coefficient with local exchange, over a common denominator. -/
theorem dispersion_coefficient_eq {n : ℝ} (hn : 0 < n) :
    3 / (5 * alpha ^ 2 * rs n ^ 2) + n * exchangeKernel n =
      (9 * π - 5 * alpha * rs n) / (15 * π * alpha ^ 2 * rs n ^ 2) := by
  have ha : alpha ≠ 0 := by unfold alpha; positivity
  have hr : rs n ≠ 0 := by unfold rs; positivity
  rw [density_mul_exchangeKernel hn]
  field_simp
  ring

/-- The plasmon dispersion coefficient with local exchange is positive exactly when the
Wigner-Seitz radius is below `9 π / (5 α)`. -/
theorem dispersion_coefficient_pos_iff {n : ℝ} (hn : 0 < n) :
    0 < 3 / (5 * alpha ^ 2 * rs n ^ 2) + n * exchangeKernel n ↔ rs n < criticalRadius := by
  have ha : 0 < alpha := by unfold alpha; positivity
  have hr : 0 < rs n := by unfold rs; positivity
  have hD : 0 < 15 * π * alpha ^ 2 * rs n ^ 2 := by positivity
  unfold criticalRadius
  rw [dispersion_coefficient_eq hn, lt_div_iff₀ hD, zero_mul,
    lt_div_iff₀ (show 0 < 5 * alpha by positivity)]
  constructor <;> intro h <;> linarith

/-- The critical Wigner-Seitz radius lies between 10.8 and 10.9. -/
theorem criticalRadius_bounds : 10.8 < criticalRadius ∧ criticalRadius < 10.9 := by
  have ha : 0 < alpha := by unfold alpha; positivity
  have hc : 0 < criticalRadius := by unfold criticalRadius; positivity
  have ha3 : alpha ^ 3 = 4 / (9 * π) := by
    unfold alpha
    rw [← Real.rpow_natCast, ← Real.rpow_mul (by positivity)]
    norm_num
  -- the cube of the critical radius is a rational multiple of π⁴
  have hc3 : criticalRadius ^ 3 = 6561 / 500 * π ^ 4 := by
    unfold criticalRadius
    rw [div_pow, mul_pow 5 alpha 3, ha3]
    field_simp
    norm_num
  have hlo : (3.14 : ℝ) ^ 4 < π ^ 4 :=
    pow_lt_pow_left₀ Real.pi_gt_d2 (by norm_num) (by norm_num)
  have hhi : π ^ 4 < (3.15 : ℝ) ^ 4 :=
    pow_lt_pow_left₀ Real.pi_lt_d2 Real.pi_pos.le (by norm_num)
  constructor
  · refine lt_of_pow_lt_pow_left₀ 3 hc.le ?_
    rw [hc3]
    norm_num at hlo ⊢
    linarith
  · refine lt_of_pow_lt_pow_left₀ 3 (by norm_num) ?_
    rw [hc3]
    norm_num at hhi ⊢
    linarith

/-- Above the critical radius, the squared plasmon frequency at all sufficiently small nonzero
wavevectors lies below the squared plasma frequency `4 π n`. -/
theorem negative_dispersion {n : ℝ} (hn : 0 < n) (h : criticalRadius < rs n) :
    ∀ᶠ Q in 𝓝[>] (0 : ℝ), plasmonSq n Q < 4 * π * n := by
  have ha : 0 < alpha := by unfold alpha; positivity
  have hr : 0 < rs n := by unfold rs; positivity
  have hneg : 3 / (5 * alpha ^ 2 * rs n ^ 2) + n * exchangeKernel n < 0 := by
    unfold criticalRadius at h
    rw [div_lt_iff₀ (show 0 < 5 * alpha by positivity)] at h
    rw [dispersion_coefficient_eq hn]
    exact div_neg_of_neg_of_pos (by linarith) (by positivity)
  have h0 : plasmonSq n 0 = 4 * π * n := by
    have hc : couplingSq n 0 = 4 * π * n := by simp [couplingSq]
    unfold plasmonSq
    rw [hc, mul_zero, add_zero, Real.sqrt_mul_self (by positivity)]
    ring
  -- a negative slope forces negative difference quotients close to zero
  have ht := (hasDerivAt_plasmonSq hn).tendsto_slope_zero_right
  filter_upwards [ht.eventually_lt_const hneg, self_mem_nhdsWithin] with Q h1 h2
  have hQ : 0 < Q := h2
  rw [zero_add, h0, smul_eq_mul] at h1
  by_contra hc
  have h3 := mul_nonneg (inv_nonneg.2 hQ.le) (sub_nonneg.2 (not_lt.1 hc))
  linarith

end

end PlasmonExchangeDispersion
```

```lean
#print axioms PlasmonExchangeDispersion.responseDenominator_eq_zero_iff
#print axioms PlasmonExchangeDispersion.dispersion_coefficient_pos_iff
#print axioms PlasmonExchangeDispersion.criticalRadius_bounds
#print axioms PlasmonExchangeDispersion.negative_dispersion
```

```
'PlasmonExchangeDispersion.responseDenominator_eq_zero_iff' depends on axioms: [propext, Classical.choice, Quot.sound]
'PlasmonExchangeDispersion.dispersion_coefficient_pos_iff' depends on axioms: [propext, Classical.choice, Quot.sound]
'PlasmonExchangeDispersion.criticalRadius_bounds' depends on axioms: [propext, Classical.choice, Quot.sound]
'PlasmonExchangeDispersion.negative_dispersion' depends on axioms: [propext, Classical.choice, Quot.sound]
```

### What the theorems say about the gas

The functions `rs`, `kF` and `exchangeEnergy` are r, k and e above, and `alpha` is α. All quantities are real numbers, in atomic units by convention. `exchangeKernel` is defined as the second derivative of n e, so its closed form has to be proved. `kineticCoeff` is b, `couplingSq` is A, and `plasmonSq n Q` is the positive root written out.

`responseDenominator_eq_zero_iff` ties that formula to the physics: for positive n, Q, W and A, the response denominator vanishes if and only if W equals `plasmonSq n Q`. The hypothesis A > 0 says that exchange has not overcome the Coulomb repulsion at that wavevector. Since fx = -π/k², it amounts to q < 2k, which leaves the small-q region untouched.

`hasDerivAt_plasmonSq` states that the squared plasmon frequency has derivative 3/(5α²r²) + n fx with respect to Q at Q = 0. `dispersion_coefficient_pos_iff` says that this number is positive exactly when `rs n < criticalRadius`, and `criticalRadius_bounds` gives the numerical interval. Finally, `negative_dispersion` says that if r exceeds the critical radius, then `plasmonSq n Q` lies below 4πn for all Q in some interval just above zero. The length of that interval may depend on n and is not estimated.

Several physical inputs are assumed. The exchange energy is taken as given, not computed from a Slater determinant. The expanded χ₀ is a definition, not a limit derived from the full Lindhard function. The kernel is static and local although it acts at the plasma frequency, and correlation and damping are absent. Within these limits, the slope at Q = 0 and the critical radius are exact reference values for exchange-only adiabatic local-density calculations of plasmon dispersion in the uniform gas. The rest of the curve `plasmonSq` is not, because the dropped terms of χ₀ contribute from order Q² onwards. The critical radius does not predict where a real electron gas changes behaviour.

### How the proof follows the calculation

`kF_eq` merges the three cube roots into one with `Real.mul_rpow` and checks that the base is 1. `hasDerivAt_kF` is the power rule for a real exponent.

`density_mul_exchangeKernel` carries out the two differentiations. To differentiate a derivative, one must know it throughout a neighbourhood of n, not only at n itself. The proof therefore shows that n e agrees near each positive density with a multiple of n k, obtains -k/π as the first derivative at every positive density, and then differentiates again.

In `responseDenominator_eq_zero_iff`, the step `key` puts the denominator over W². For the forward direction, the quadratic reads W(W - A) = AbQ > 0, so W > A; `nlinarith` supplies this inequality. Then 2W - A is positive, and its square equals A(A + 4bQ), so it is the square root in the formula. The converse substitutes the formula into the quadratic.

`hasDerivAt_plasmonSq` applies the sum, product and square-root rules. The square root is differentiable at Q = 0 because the expression under it equals (4πn)² there, which is positive. The last lines use `kF_eq` to rewrite 3/(5α²r²) in the stated slope as b, and then check that the two expressions for the derivative agree.

`dispersion_coefficient_eq` inserts the closed form of n fx and puts the two terms over the common denominator. `dispersion_coefficient_pos_iff` clears the positive denominators, after which both sides express the same linear inequality, 5αr < 9π. `criticalRadius_bounds` compares cubes, which avoids any numerical cube root.

`negative_dispersion` turns a statement about a derivative into one about the plasmon itself. The slope is negative, so the difference quotients (W(Q) - 4πn)/Q are eventually negative as Q approaches zero from above. Because Q is positive, the numerator must be negative too.

### Adding correlation, and working with ω and q

The only property of the kernel used in the slope calculation is that it does not depend on Q or W. For a general exchange-correlation energy per electron e(r), without the kinetic energy and with two continuous derivatives, dr/dn = -r/(3n) gives

n d²(n e)/dn² = (r/9)(r e'' - 2e'),

where the primes on the right are derivatives in r. The same argument by hand then gives the slope (3/5)k² + (r/9)(r e'' - 2e'). A local correlation energy can be included in e this way, and in general it would move the radius at which the sign changes.

The dispersion could also have been modelled as ω(q) in place of W(Q). The first derivative of ω at q = 0 would then vanish, and the sign would be carried by the second derivative, which is the present slope divided by the plasma frequency √(4πn). The critical radius would be the same. Downward dispersion of ω itself also follows without a second-order expansion: taking square roots in `negative_dispersion` gives ω(q) < √(4πn) for all sufficiently small nonzero q.
